# A nearly singular one-projector overlap drives the lowest level to minus infinity when the projector has negative energy

## Positivity of the overlap is not enough

In an orthonormal basis no energy expectation value of a matrix \(H\) in a normalised state lies below \(-\|H\|\), where \(\|H\|\) is the operator norm. With an overlap operator \(S\) in the denominator, as in ultrasoft and projector augmented-wave schemes, one might check that \(S\) is positive definite and expect similar control. That expectation fails. For a real number \(q\), take \(H = \mathrm{diag}(-1, 1)\) and \(S = \mathrm{diag}(1+q, 1)\) on \(\mathbb{C}^2\). At \(q = -0.99\) the overlap is positive definite and \(\|H\| = 1\), yet the lower generalized eigenvalue is \(-1/(1+q) = -100\). A spurious deep level of this kind is called a ghost; the model treated here has one projector, one real augmentation coefficient \(q\), and a bounded \(H\) held fixed while \(q\) varies, with no self-consistency.

## Setting

Let \(E\) be a complex inner product space, with \(\langle x, y\rangle\) antilinear in \(x\), as in Dirac notation and in Lean's `⟪x, y⟫_ℂ`. Neither finite dimension nor completeness is assumed. The type `E →L[ℂ] E` holds the bounded linear operators, which includes every matrix in a finite basis and excludes the unbounded kinetic energy of the continuum.

```lean
import Mathlib

open Filter Topology ComplexConjugate
open scoped InnerProductSpace

namespace OverlapGhost

noncomputable section

variable {E : Type*} [NormedAddCommGroup E] [InnerProductSpace ℂ E]
```

For a vector \(p \in E\), not normalised, and real \(q\), the overlap is \(S(q) = 1 + q\,|p\rangle\langle p|\). The map `(innerSL ℂ p).smulRight p` sends \(x\) to \(\langle p, x\rangle\, p\).

```lean
/-- The one-projector overlap operator `S(q) = 1 + q |p⟩⟨p|`. -/
def overlap (p : E) (q : ℝ) : E →L[ℂ] E :=
  1 + (q : ℂ) • (innerSL ℂ p).smulRight p
```

The generalized Rayleigh quotient of \(x\) is \(\mathrm{Re}\langle x, Hx\rangle / \mathrm{Re}\langle x, Sx\rangle\), written \(R_q(x)\) when \(S = S(q)\).

```lean
/-- The generalized Rayleigh quotient `Re⟨x,Hx⟩ / Re⟨x,Sx⟩`. -/
def rayleigh (H S : E →L[ℂ] E) (x : E) : ℝ :=
  (⟪x, H x⟫_ℂ).re / (⟪x, S x⟫_ℂ).re
```

Its values on nonzero vectors form the set `levels`, which despite its name holds all the quotients and not only the generalized eigenvalues.

```lean
/-- The values of the Rayleigh quotient on nonzero vectors. -/
def levels (H S : E →L[ℂ] E) : Set ℝ :=
  rayleigh H S '' {x | x ≠ 0}
```

The lowest level \(\lambda(q)\) is the infimum of that set. Lean's `sInf` returns zero on a set of reals that is unbounded below, which is why parts (g) and (h) also state `BddBelow`. Part (i) does not restate it, but its hypotheses give \(p \neq 0\) and \(1 + q\|p\|^2 > 0\), so (g) shows that the set there is bounded below and the infimum is a true one. No theorem says that the infimum is attained or is an eigenvalue, and none describes a ghost eigenvector.

```lean
/-- The infimum of the Rayleigh quotient over nonzero vectors. -/
def groundLevel (H S : E →L[ℂ] E) : ℝ :=
  sInf (levels H S)
```

Three abbreviations are used throughout:
\[ s(q) = 1 + q\|p\|^2, \qquad m(q) = \min(1, s(q)), \qquad h = \mathrm{Re}\langle p, Hp\rangle . \]
For \(p \neq 0\), the unit vector \(\hat p = p/\|p\|\) gives \(S(q) = 1 + q\|p\|^2\,|\hat p\rangle\langle \hat p|\). The condition \(s(q) > 0\) then reads \(q > -1/\|p\|^2\), or \(q > -1\) for a normalised projector.

## (a) The overlap form

*Task.* Show that \(\langle x, S(q)x\rangle = \|x\|^2 + q\,|\langle p, x\rangle|^2\) for all \(p\), \(q\), \(x\), so that the form is real.

*Solution.* Since \(S(q)x = x + q\langle p, x\rangle p\),
\[ \langle x, S(q)x\rangle = \langle x, x\rangle + q\,\langle p, x\rangle\langle x, p\rangle = \|x\|^2 + q\,|\langle p, x\rangle|^2, \]
because \(\langle x, p\rangle = \overline{\langle p, x\rangle}\).

*Check.* The action of \(S(q)\) is `h`, and the two evaluations are `h1` and `h2`.

```lean
/-- The overlap form is `⟨x,S(q)x⟩ = ‖x‖² + q |⟨p,x⟩|²`. -/
theorem overlap_form (p : E) (q : ℝ) (x : E) :
    ⟪x, overlap p q x⟫_ℂ = ((‖x‖ ^ 2 + q * ‖⟪p, x⟫_ℂ‖ ^ 2 : ℝ) : ℂ) := by
  have h : overlap p q x = x + (q : ℂ) • ⟪p, x⟫_ℂ • p := by
    rfl
  have h1 : ⟪x, x⟫_ℂ = (‖x‖ : ℂ) ^ 2 := inner_self_eq_norm_sq_to_K (𝕜 := ℂ) x
  have h2 : ⟪p, x⟫_ℂ * ⟪x, p⟫_ℂ = (‖⟪p, x⟫_ℂ‖ : ℂ) ^ 2 := by
    rw [← inner_conj_symm (𝕜 := ℂ) x p, Complex.mul_conj, Complex.normSq_eq_norm_sq,
      Complex.ofReal_pow]
  rw [h, inner_add_right, inner_smul_right, inner_smul_right, h1, h2]
  push_cast
  ring
```

## (b) The overlap norm of the projector

*Task.* Evaluate the form at \(x = p\).

*Solution.* With \(|\langle p, p\rangle|^2 = \|p\|^4\), part (a) gives \(\langle p, S(q)p\rangle = \|p\|^2 + q\|p\|^4 = \|p\|^2 s(q)\). For the unit vector, \(\langle \hat p, S(q)\hat p\rangle = s(q)\).

*Check.* After `overlap_form` and `h1`, `ring` does the factorisation.

```lean
/-- On the projector itself, `Re⟨p,S(q)p⟩ = ‖p‖² (1 + q ‖p‖²)`. -/
theorem overlap_form_self (p : E) (q : ℝ) :
    (⟪p, overlap p q p⟫_ℂ).re = ‖p‖ ^ 2 * (1 + q * ‖p‖ ^ 2) := by
  have h1 : ⟪p, p⟫_ℂ = (‖p‖ : ℂ) ^ 2 := inner_self_eq_norm_sq_to_K (𝕜 := ℂ) p
  rw [overlap_form, Complex.ofReal_re, h1, norm_pow, Complex.norm_real, norm_norm]
  ring
```

## (c) A lower bound on the overlap form

*Task.* Show that \(\langle x, S(q)x\rangle \ge m(q)\,\|x\|^2\) for every real \(q\).

*Solution.* Cauchy–Schwarz gives \(|\langle p, x\rangle|^2 \le \|p\|^2\|x\|^2\). For \(q \le 0\) multiplication by \(q\) reverses this inequality, so
\[ \|x\|^2 + q|\langle p, x\rangle|^2 \ge \|x\|^2 + q\|p\|^2\|x\|^2 = s(q)\|x\|^2 \ge m(q)\|x\|^2 . \]
For \(q \ge 0\) the augmentation term is nonnegative, and the form is at least \(\|x\|^2 \ge m(q)\|x\|^2\).

*Check.* Cauchy–Schwarz is `hcs`. The split `le_total q 0` opens the two cases, which use `min_le_right` and `min_le_left`.

```lean
/-- The overlap form is at least `min(1, 1 + q‖p‖²) ‖x‖²`. -/
theorem overlap_lower (p : E) (q : ℝ) (x : E) :
    min 1 (1 + q * ‖p‖ ^ 2) * ‖x‖ ^ 2 ≤ (⟪x, overlap p q x⟫_ℂ).re := by
  rw [overlap_form, Complex.ofReal_re]
  -- Cauchy-Schwarz bounds the augmentation term
  have hcs : ‖⟪p, x⟫_ℂ‖ ^ 2 ≤ ‖p‖ ^ 2 * ‖x‖ ^ 2 := by
    rw [← mul_pow]
    exact pow_le_pow_left₀ (norm_nonneg _) (norm_inner_le_norm p x) 2
  rcases le_total q 0 with hq | hq
  · have h := mul_le_mul_of_nonneg_right (min_le_right 1 (1 + q * ‖p‖ ^ 2)) (sq_nonneg ‖x‖)
    nlinarith [mul_nonneg (neg_nonneg.2 hq) (sub_nonneg.2 hcs)]
  · have h := mul_le_mul_of_nonneg_right (min_le_left 1 (1 + q * ‖p‖ ^ 2)) (sq_nonneg ‖x‖)
    nlinarith [mul_nonneg hq (sq_nonneg ‖⟪p, x⟫_ℂ‖)]
```

## (d) When the overlap is positive definite

*Task.* Show that \(\langle x, S(q)x\rangle > 0\) for all \(x \neq 0\) exactly when \(s(q) > 0\).

*Solution.* Suppose the form is positive. If \(p = 0\) then \(s(q) = 1 > 0\). Otherwise part (b) gives \(\|p\|^2 s(q) > 0\), which is impossible for \(s(q) \le 0\). Conversely, \(s(q) > 0\) makes \(m(q) > 0\), and part (c) gives \(\langle x, S(q)x\rangle \ge m(q)\|x\|^2 > 0\) for \(x \ne 0\).

*Check.* The forward branch separates `p = 0` and then argues by contradiction; the backward branch chains `lt_min` with `overlap_lower`.

```lean
/-- The overlap form is positive on all nonzero vectors exactly when `1 + q‖p‖² > 0`. -/
theorem overlap_posDef_iff (p : E) (q : ℝ) :
    (∀ x : E, x ≠ 0 → 0 < (⟪x, overlap p q x⟫_ℂ).re) ↔ 0 < 1 + q * ‖p‖ ^ 2 := by
  constructor
  · intro h
    by_cases hp : p = 0
    · simp [hp]
    · have h1 := h p hp
      rw [overlap_form_self] at h1
      by_contra hneg
      nlinarith [mul_nonneg (sq_nonneg ‖p‖) (neg_nonneg.2 (not_lt.1 hneg))]
  · intro hq x hx
    exact lt_of_lt_of_le (mul_pos (lt_min one_pos hq) (pow_pos (norm_pos_iff.2 hx) 2))
      (overlap_lower p q x)
```

## (e) The real quotient is the true quotient for Hermitian \(H\)

*Task.* For Hermitian \(H\), \(s(q) > 0\) and \(x \neq 0\), show that \(R_q(x)\,\langle x, S(q)x\rangle = \langle x, Hx\rangle\) as complex numbers. Hermiticity is `IsSymmetric`, meaning \(\langle Hx, y\rangle = \langle x, Hy\rangle\) for all \(x, y \in E\).

*Solution.* The numerator is real, since \(\overline{\langle x, Hx\rangle} = \langle Hx, x\rangle = \langle x, Hx\rangle\). The denominator is real by (a) and positive by (d). Taking real parts therefore changes nothing, and multiplying \(R_q(x)\) by its denominator returns the numerator.

*Check.* Reality is recorded in `hN` and `hD`, positivity in `hpos`, and `div_mul_cancel₀` cancels the denominator.

```lean
/-- For Hermitian `H`, `1 + q‖p‖² > 0` and `x ≠ 0`, the real Rayleigh quotient `R`
satisfies `R ⟨x,S(q)x⟩ = ⟨x,Hx⟩` as complex numbers. -/
theorem rayleigh_mul_overlap (H : E →L[ℂ] E) (hH : (H : E →ₗ[ℂ] E).IsSymmetric) (p : E)
    (q : ℝ) (hq : 0 < 1 + q * ‖p‖ ^ 2) (x : E) (hx : x ≠ 0) :
    (rayleigh H (overlap p q) x : ℂ) * ⟪x, overlap p q x⟫_ℂ = ⟪x, H x⟫_ℂ := by
  have hN : (((⟪x, H x⟫_ℂ).re : ℝ) : ℂ) = ⟪x, H x⟫_ℂ :=
    Complex.conj_eq_iff_re.1 (by rw [inner_conj_symm]; exact hH x x)
  have hD : (((⟪x, overlap p q x⟫_ℂ).re : ℝ) : ℂ) = ⟪x, overlap p q x⟫_ℂ := by
    rw [overlap_form, Complex.ofReal_re]
  have hpos := (overlap_posDef_iff p q).2 hq x hx
  rw [← hD, ← hN, ← Complex.ofReal_mul, rayleigh, div_mul_cancel₀ _ hpos.ne']
```

## (f) A lower bound on the energy form

*Task.* Show that \(\mathrm{Re}\langle x, Hx\rangle \ge -\|H\|\,\|x\|^2\) for any bounded \(H\).

*Solution.*
\[ \mathrm{Re}\langle x, Hx\rangle \ge -|\langle x, Hx\rangle| \ge -\|x\|\,\|Hx\| \ge -\|H\|\,\|x\|^2 . \]

*Check.* The three inequalities are `h1`, `h2` and `h3`, in this order.

```lean
/-- The energy form is bounded below: `Re⟨x,Hx⟩ ≥ -‖H‖ ‖x‖²`. -/
theorem energy_lower (H : E →L[ℂ] E) (x : E) :
    -(‖H‖ * ‖x‖ ^ 2) ≤ (⟪x, H x⟫_ℂ).re := by
  have h1 := (abs_le.1 (Complex.abs_re_le_norm ⟪x, H x⟫_ℂ)).1
  have h2 := norm_inner_le_norm (𝕜 := ℂ) x (H x)
  have h3 := mul_le_mul_of_nonneg_left (H.le_opNorm x) (norm_nonneg x)
  nlinarith
```

## (g) Two-sided bound on the lowest level

*Task.* For \(p \neq 0\) and \(s(q) > 0\), show that the quotients are bounded below and that
\[ -\frac{\|H\|}{m(q)} \le \lambda(q) \le \frac{h}{\|p\|^2 s(q)} = \frac{\mathrm{Re}\langle \hat p, H\hat p\rangle}{s(q)} . \]
Hermiticity is not assumed.

*Solution.* Fix \(x \neq 0\), and write \(N = \mathrm{Re}\langle x, Hx\rangle\) and \(D = \langle x, S(q)x\rangle > 0\). Part (c) times \(-\|H\| \le 0\) and part (f) times \(m(q) > 0\) give
\[ -\|H\|\,D \le -\|H\|\,m(q)\|x\|^2 \le m(q)\,N . \]
Division by \(m(q)D\) yields \(-\|H\|/m(q) \le N/D = R_q(x)\). The set of quotients contains \(R_q(p)\), so it is nonempty, and its infimum obeys the same lower bound. The infimum also lies below any member, and by (b) the trial vector \(p\) has \(R_q(p) = h/(\|p\|^2 s(q))\). In \(E = \mathbb{C}\) all nonzero \(x\) share this quotient, so the upper bound is an equality there.

*Check.* In `hlow`, `div_le_div_iff₀` turns the claim into the cross-multiplied form above, and `nlinarith` receives the two products. Then `le_csInf` passes the bound to the infimum, and `csInf_le` applies the trial vector.

```lean
/-- For `p ≠ 0` and `1 + q‖p‖² > 0` the Rayleigh quotients are bounded below, and their
infimum lies between `-‖H‖ / min(1, 1 + q‖p‖²)` and `Re⟨p,Hp⟩ / (‖p‖² (1 + q‖p‖²))`. -/
theorem groundLevel_bounds (H : E →L[ℂ] E) (p : E) (hp : p ≠ 0) (q : ℝ)
    (hq : 0 < 1 + q * ‖p‖ ^ 2) :
    BddBelow (levels H (overlap p q)) ∧
      -‖H‖ / min 1 (1 + q * ‖p‖ ^ 2) ≤ groundLevel H (overlap p q) ∧
      groundLevel H (overlap p q) ≤ (⟪p, H p⟫_ℂ).re / (‖p‖ ^ 2 * (1 + q * ‖p‖ ^ 2)) := by
  have hm : 0 < min 1 (1 + q * ‖p‖ ^ 2) := lt_min one_pos hq
  have hlow : ∀ r ∈ levels H (overlap p q), -‖H‖ / min 1 (1 + q * ‖p‖ ^ 2) ≤ r := by
    rintro _ ⟨x, hx, rfl⟩
    rw [rayleigh, div_le_div_iff₀ hm ((overlap_posDef_iff p q).2 hq x hx)]
    nlinarith [mul_le_mul_of_nonneg_left (overlap_lower p q x) (norm_nonneg H),
      mul_le_mul_of_nonneg_right (energy_lower H x) hm.le]
  have hb : BddBelow (levels H (overlap p q)) := ⟨_, hlow⟩
  refine ⟨hb, le_csInf ⟨_, p, hp, rfl⟩ hlow, ?_⟩
  -- the projector itself is the trial vector
  rw [← overlap_form_self]
  exact csInf_le hb ⟨p, hp, rfl⟩
```

## (h) The deep ghost

*Task.* Assume only \(h < 0\), the hypothesis `hneg`. Show that the quotients are bounded below for each \(q > -1/\|p\|^2\), and that \(\lambda(q) \to -\infty\) as \(q\) decreases to \(-1/\|p\|^2\). The filter `𝓝[>] (-1 / ‖p‖ ^ 2)` is the approach from above and `atBot` is divergence to \(-\infty\): for every real \(M\), \(\lambda(q) \le M\) once \(q\) is close enough to the threshold on the positive-definite side.

*Solution.* The vector \(p = 0\) would give \(h = 0\), so \(p \neq 0\). Multiplying \(q > -1/\|p\|^2\) by \(\|p\|^2 > 0\) gives \(s(q) > 0\), and (g) supplies the lower bound for each such \(q\). The function \(d(q) = \|p\|^2 s(q)\) is continuous, vanishes at the threshold and is positive above it, so \(d(q) \to 0^+\). Hence \(1/d(q) \to +\infty\) and \(h/d(q) \to -\infty\). The upper bound \(\lambda(q) \le h/d(q)\) of (g) carries \(\lambda(q)\) down with it. The statement covers every bounded \(H\); for Hermitian \(H\), part (e) identifies the quotients with the usual energies.

*Check.* Continuity is `hc` and the zero at the threshold is `hz`; together with positivity they give `t1`, the limit \(d(q) \to 0^+\). The line `t2` inverts and multiplies by the negative constant, and `tendsto_atBot_mono'` makes the final comparison.

```lean
/-- If `Re⟨p,Hp⟩ < 0`, the Rayleigh quotients are bounded below for each `q > -1/‖p‖²`,
and their infimum tends to `-∞` as `q` decreases to `-1/‖p‖²`. -/
theorem deep_ghost (H : E →L[ℂ] E) (p : E) (hneg : (⟪p, H p⟫_ℂ).re < 0) :
    (∀ q : ℝ, -1 / ‖p‖ ^ 2 < q → BddBelow (levels H (overlap p q))) ∧
      Tendsto (fun q : ℝ => groundLevel H (overlap p q)) (𝓝[>] (-1 / ‖p‖ ^ 2)) atBot := by
  have hp : p ≠ 0 := by
    rintro rfl
    simp at hneg
  have hP : 0 < ‖p‖ ^ 2 := pow_pos (norm_pos_iff.2 hp) 2
  have hpos : ∀ q : ℝ, -1 / ‖p‖ ^ 2 < q → 0 < 1 + q * ‖p‖ ^ 2 := by
    intro q h
    rw [div_lt_iff₀ hP] at h
    linarith
  refine ⟨fun q h => (groundLevel_bounds H p hp q (hpos q h)).1, ?_⟩
  -- the overlap norm of `p` tends to zero from above
  have h0 : -1 / ‖p‖ ^ 2 * ‖p‖ ^ 2 = -1 := div_mul_cancel₀ _ hP.ne'
  have hc : Continuous fun q : ℝ => ‖p‖ ^ 2 * (1 + q * ‖p‖ ^ 2) := by fun_prop
  have hz : ‖p‖ ^ 2 * (1 + -1 / ‖p‖ ^ 2 * ‖p‖ ^ 2) = 0 := by rw [h0]; ring
  have t1 : Tendsto (fun q : ℝ => ‖p‖ ^ 2 * (1 + q * ‖p‖ ^ 2))
      (𝓝[>] (-1 / ‖p‖ ^ 2)) (𝓝[>] 0) := by
    refine tendsto_nhdsWithin_iff.2
      ⟨(hc.tendsto' _ 0 hz).mono_left nhdsWithin_le_nhds, ?_⟩
    filter_upwards [self_mem_nhdsWithin] with q hq
    exact mul_pos hP (hpos q hq)
  -- so the trial energy of `p` diverges to `-∞`
  have t2 := (tendsto_inv_nhdsGT_zero.comp t1).const_mul_atTop_of_neg hneg
  refine tendsto_atBot_mono' _ ?_ t2
  filter_upwards [self_mem_nhdsWithin] with q hq
  have h := (groundLevel_bounds H p hp q (hpos q hq)).2.2
  rw [div_eq_mul_inv] at h
  exact h
```

## (i) No divergence for a projector of positive energy

*Task.* For Hermitian \(H\) with \(h > 0\), set \(C = \|Hp\|^2/h + \|H\|\), and show that \(\lambda(q) \ge -C\) for every \(q\) with \(s(q) > 0\). The constant does not depend on \(q\), and it is unchanged when \(p\) is replaced by \(\hat p\). The lowest level therefore cannot diverge to \(-\infty\) at the threshold, which is all that the name `no_deep_ghost` means. It can still lie deep when \(h\) is small: for \(p = (1, 0)\) and \(H\) with rows \((\varepsilon, 1)\) and \((1, 0)\), where \(\varepsilon > 0\), one has \(h = \varepsilon\) and \(\lambda(q) \to -1/\varepsilon\) as \(q\) decreases to \(-1\).

*Solution.* Again \(p \neq 0\). For \(x \neq 0\) put \(a = \langle p, x\rangle/\langle p, p\rangle\) and \(y = x - ap\), so that \(\langle p, y\rangle = 0\). Then \(\|x\|^2 = |a|^2\|p\|^2 + \|y\|^2\) and \(|\langle p, x\rangle| = |a|\,\|p\|^2\), and (a) gives for the denominator
\[ D = |a|^2\|p\|^2 s(q) + \|y\|^2 \ge \|y\|^2 . \]
Hermiticity gives \(\langle p, Hy\rangle = \langle Hp, y\rangle\), while \(\langle y, Hp\rangle\) is its conjugate. The two cross terms in the numerator are thus conjugate to each other:
\[ N = |a|^2 h + 2\,\mathrm{Re}\big(\bar a\langle Hp, y\rangle\big) + \mathrm{Re}\langle y, Hy\rangle \ge |a|^2 h - 2|a|\,\|Hp\|\,\|y\| - \|H\|\,\|y\|^2, \]
by Cauchy–Schwarz and (f). Expanding \(\big(|a|h - \|Hp\|\,\|y\|\big)^2/h \ge 0\) gives
\[ 2|a|\,\|Hp\|\,\|y\| \le |a|^2 h + \frac{\|Hp\|^2}{h}\|y\|^2 . \]
The terms \(|a|^2 h\) cancel, so \(N \ge -C\|y\|^2 \ge -C D\), where the last step uses \(C \ge 0\). Division by \(D > 0\) gives \(R_q(x) \ge -C\), and the infimum inherits the bound.

*Check.* The completed square is `square`, and the `obtain` line performs the split. The norms are `n1` and `n2`, the denominator bound is `hD`, and the expansion of the numerator is `hN`, built on `e1` and `e2`. The estimates `c1` to `c5` follow the chain above, and `nlinarith` adds them.

```lean
/-- For Hermitian `H` with `Re⟨p,Hp⟩ > 0`, the infimum is at least
`-(‖Hp‖² / Re⟨p,Hp⟩ + ‖H‖)` for every `q` with `1 + q‖p‖² > 0`. -/
theorem no_deep_ghost (H : E →L[ℂ] E) (hH : (H : E →ₗ[ℂ] E).IsSymmetric) (p : E)
    (hpos : 0 < (⟪p, H p⟫_ℂ).re) (q : ℝ) (hq : 0 < 1 + q * ‖p‖ ^ 2) :
    -(‖H p‖ ^ 2 / (⟪p, H p⟫_ℂ).re + ‖H‖) ≤ groundLevel H (overlap p q) := by
  have hp : p ≠ 0 := by
    rintro rfl
    simp at hpos
  have hpp : ⟪p, p⟫_ℂ ≠ 0 := inner_self_ne_zero.2 hp
  have h1 : ⟪p, p⟫_ℂ = (‖p‖ : ℂ) ^ 2 := inner_self_eq_norm_sq_to_K (𝕜 := ℂ) p
  have square : ∀ A K Y h : ℝ, 0 < h → 2 * (A * (K * Y)) ≤ A ^ 2 * h + K ^ 2 / h * Y ^ 2 := by
    intro A K Y h hh
    have s1 : 0 ≤ (A * h - K * Y) ^ 2 / h := by positivity
    have s2 : (A * h - K * Y) ^ 2 / h
        = A ^ 2 * h + K ^ 2 / h * Y ^ 2 - 2 * (A * (K * Y)) := by
      field_simp
      ring
    linarith
  refine le_csInf ⟨_, p, hp, rfl⟩ ?_
  rintro _ ⟨x, hx, rfl⟩
  have hD0 := (overlap_posDef_iff p q).2 hq x hx
  -- split `x = a p + y` with `y` orthogonal to `p`
  obtain ⟨a, y, hy, rfl⟩ : ∃ (a : ℂ) (y : E), ⟪p, y⟫_ℂ = 0 ∧ x = a • p + y :=
    ⟨⟪p, x⟫_ℂ / ⟪p, p⟫_ℂ, x - (⟪p, x⟫_ℂ / ⟪p, p⟫_ℂ) • p,
      by rw [inner_sub_right, inner_smul_right, div_mul_cancel₀ _ hpp, sub_self], by abel⟩
  have n1 : ‖a • p + y‖ ^ 2 = (‖a‖ * ‖p‖) ^ 2 + ‖y‖ ^ 2 := by
    rw [norm_add_sq (𝕜 := ℂ), inner_smul_left, hy, mul_zero, map_zero, norm_smul]
    ring
  have n2 : ‖⟪p, a • p + y⟫_ℂ‖ = ‖a‖ * ‖p‖ ^ 2 := by
    rw [inner_add_right, inner_smul_right, hy, add_zero, norm_mul, h1, norm_pow,
      Complex.norm_real, norm_norm]
  have hD : ‖y‖ ^ 2 ≤ (⟪a • p + y, overlap p q (a • p + y)⟫_ℂ).re := by
    rw [overlap_form, Complex.ofReal_re, n1, n2]
    nlinarith [mul_nonneg (sq_nonneg (‖a‖ * ‖p‖)) hq.le]
  have e1 : ⟪p, H y⟫_ℂ = ⟪H p, y⟫_ℂ := (hH p y).symm
  have e2 : ⟪y, H p⟫_ℂ = conj ⟪H p, y⟫_ℂ := (inner_conj_symm _ _).symm
  have hN : (⟪a • p + y, H (a • p + y)⟫_ℂ).re = ‖a‖ ^ 2 * (⟪p, H p⟫_ℂ).re
      + 2 * (conj a * ⟪H p, y⟫_ℂ).re + (⟪y, H y⟫_ℂ).re := by
    simp only [map_add, map_smul, inner_add_left, inner_add_right, inner_smul_left,
      inner_smul_right, e1, e2]
    simp only [Complex.add_re, Complex.add_im, Complex.mul_re, Complex.mul_im,
      Complex.conj_re, Complex.conj_im, Complex.sq_norm, Complex.normSq_apply]
    ring
  -- the cross term is absorbed by completing the square in `‖a‖`
  have c1 := (abs_le.1 (Complex.abs_re_le_norm (conj a * ⟪H p, y⟫_ℂ))).1
  rw [norm_mul, Complex.norm_conj] at c1
  have c2 := mul_le_mul_of_nonneg_left (norm_inner_le_norm (𝕜 := ℂ) (H p) y) (norm_nonneg a)
  have c3 := square ‖a‖ ‖H p‖ ‖y‖ _ hpos
  have c4 := energy_lower H y
  have hC : 0 ≤ ‖H p‖ ^ 2 / (⟪p, H p⟫_ℂ).re + ‖H‖ := by positivity
  have c5 := mul_le_mul_of_nonneg_left hD hC
  rw [rayleigh, le_div_iff₀ hD0, hN]
  nlinarith

end

end OverlapGhost
```

```lean
#print axioms OverlapGhost.overlap_posDef_iff
-- 'OverlapGhost.overlap_posDef_iff' depends on axioms: [propext, Classical.choice, Quot.sound]
#print axioms OverlapGhost.rayleigh_mul_overlap
-- 'OverlapGhost.rayleigh_mul_overlap' depends on axioms: [propext, Classical.choice, Quot.sound]
#print axioms OverlapGhost.deep_ghost
-- 'OverlapGhost.deep_ghost' depends on axioms: [propext, Classical.choice, Quot.sound]
#print axioms OverlapGhost.no_deep_ghost
-- 'OverlapGhost.no_deep_ghost' depends on axioms: [propext, Classical.choice, Quot.sound]
```

## What fails when a hypothesis is dropped

The examples below are pencil arithmetic and have not been put through Lean. In \(\mathbb{C}^2\) the projector is always \(p = (1, 0)\), so \(S(q) = \mathrm{diag}(1+q, 1)\) and the threshold is \(q = -1\).

*The sign \(h < 0\) in (h).* In \(E = \mathbb{C}\) with \(p = 1\) and \(H = 1\), the only level is \(1/(1+q)\), which rises to \(+\infty\). The borderline \(h = 0\) falls under neither (h) nor (i), and both behaviours occur. The operator \(H = 0\) has \(\lambda(q) = 0\). The matrix with zero diagonal and both off-diagonal entries equal to one has generalized eigenvalues \(\pm 1/\sqrt{1+q}\), and the lower one diverges.

*The condition \(s(q) > 0\) in (g).* With \(q = -2\) and \(H = -1\), the vector \(x = (1, t)\) with real \(t > 1\) has \(R_q(x) = -(1+t^2)/(t^2-1)\). This is unbounded below as \(t\) decreases to one.

*Hermiticity in (e).* In \(E = \mathbb{C}\) with \(q = 0\), let \(H\) be multiplication by \(i\) and \(x = 1\). Then \(R_q(x) = 0\) while \(\langle x, Hx\rangle = i\).

*Hermiticity in (i).* Let \(H\) have first row \((1, 6)\) and second row zero. Then \(h = 1\), \(\|Hp\| = 1\) and \(\|H\| = \sqrt{37}\), so \(C < 8\). For \(x = (-3, 1)\) one finds \(Hx = (3, 0)\) and \(N = -9\). At \(q = -0.99\) the denominator is \(1.09\), and \(R_q(x) = -9/1.09 < -8 < -C\), which violates the stated constant.
